# The spin-3/2 operator JxJy + JyJx couples heavy holes only to light holes, and its square is 3

"Heavy hole" and "light hole" name pairs of states with given $|m|$, which depend on the quantisation axis; writing operators as matrices also requires an order of the states. We take $z$ along the growth direction of a (001) heterostructure, set $\hbar=1$, and list the spin-3/2 states as $m=\tfrac32,\tfrac12,-\tfrac12,-\tfrac32$ at positions 0, 1, 2, 3. The heavy-hole pair $m=\pm\tfrac32$ then occupies positions 0 and 3, and the light-hole pair $m=\pm\tfrac12$ positions 1 and 2.

With $x$ and $y$ along the cubic axes, the operator of interest is

$$K=J_xJ_y+J_yJ_x .$$

A zinc-blende interface can make the directions $[110]$ and $[1\bar10]$ inequivalent, and $K$ is a spin operator that tells them apart. The claim is that $K$ has no matrix elements within either pair and that $K^2=3\cdot 1$.

## Two steps of the ladder

Let $J_\pm=J_x\pm iJ_y$. Squaring gives

$$J_\pm^2=J_x^2-J_y^2\pm iK,\qquad K=\frac{J_+^2-J_-^2}{2i}.$$

Each term changes $m$ by two. Two states of the heavy-hole pair differ in $m$ by 0 or 3, and two states of the light-hole pair by 0 or 1, so $K$ vanishes within both pairs.

For the remaining elements, choose the phases of the states as usual, so that $J_+$ has the positive coefficients $\sqrt3,\,2,\,\sqrt3$ on $m=-\tfrac32,-\tfrac12,\tfrac12$. Hence $J_+^2$ takes $|{-\tfrac12}\rangle$ to $2\sqrt3\,|\tfrac32\rangle$ and $|{-\tfrac32}\rangle$ to $2\sqrt3\,|\tfrac12\rangle$. Dividing by $2i$ gives

$$K_{02}=K_{13}=-i\sqrt3,\qquad K_{20}=K_{31}=i\sqrt3,$$

and all other elements are zero. Applying $K$ twice returns each state multiplied by $(i\sqrt3)(-i\sqrt3)=3$.

The partner operator $Q=J_x^2-J_y^2=(J_+^2+J_-^2)/2$ has $\sqrt3$ in the same four places. In $aK+bQ$ the two elements linking a pair of states are therefore $\sqrt3(b-ia)$ and $\sqrt3(b+ia)$, whose product is $3(a^2+b^2)$. This is the square of the combination, also for complex $a$ and $b$.

## Repulsion of the two levels

Give the heavy holes energy $E_h$ and the light holes energy $E_l$, and add $tK$ with real $t$. Here $t$ stands for the interface strength multiplied by the heavy-hole and light-hole envelope functions at the interface, both taken real. With $P_h$ and $P_l$ the projectors on the two pairs, $H=E_hP_h+E_lP_l+tK$, and

$$(H-E_h)(H-E_l)=t(E_h-E_l)(KP_h-P_lK)+t^2K^2=3t^2 .$$

The bracket vanishes because $K$ takes heavy states to light ones and light states to heavy ones. An eigenvector with eigenvalue $E$ thus requires

$$(E-E_h)(E-E_l)=3t^2 .$$

Conversely, if $E$ solves this equation, the vector $v=(-i\sqrt3\,t,\,0,\,E-E_h,\,0)$ is an eigenvector unless it is zero. Row 0 of $Hv$ is $-i\sqrt3\,t\,[E_h+(E-E_h)]=E\,v_0$. Row 2 is $3t^2+E_l(E-E_h)=E(E-E_h)$, by the quadratic. The vector is zero only for $t=0$ and $E=E_h$, where $|\tfrac32\rangle$ serves. Otherwise the normalised state has heavy-hole weight $3t^2/[3t^2+(E-E_h)^2]$.

Completing the square gives the levels

$$E=\frac{E_h+E_l}{2}\pm\sqrt{\Big(\frac{E_h-E_l}{2}\Big)^2+3t^2}.$$

In this model of one heavy-hole and one light-hole subband at zero in-plane wave vector, the interface term shifts hole energies only by mixing the two kinds of hole.

## The matrices and the Hamiltonian in Lean

```lean
import Mathlib

open Matrix

namespace HeavyLightHoleMixing

noncomputable section
```

The number $\sqrt3$ is defined as a real square root and then regarded as complex.

```lean
/-- The real number `√3`, regarded as a complex matrix entry. -/
def sqrt3 : ℂ := ((Real.sqrt 3 : ℝ) : ℂ)
```

The three spin matrices are written out in the basis order fixed above. `Fin 4` supplies the positions 0 to 3.

```lean
/-- The spin-3/2 matrix `Jx` in the basis `m = 3/2, 1/2, -1/2, -3/2`, with `ħ = 1`. -/
def Jx : Matrix (Fin 4) (Fin 4) ℂ :=
  !![0, sqrt3 / 2, 0, 0;
     sqrt3 / 2, 0, 1, 0;
     0, 1, 0, sqrt3 / 2;
     0, 0, sqrt3 / 2, 0]

/-- The spin-3/2 matrix `Jy` in the same basis. -/
def Jy : Matrix (Fin 4) (Fin 4) ℂ :=
  !![0, -Complex.I * sqrt3 / 2, 0, 0;
     Complex.I * sqrt3 / 2, 0, -Complex.I, 0;
     0, Complex.I, 0, -Complex.I * sqrt3 / 2;
     0, 0, Complex.I * sqrt3 / 2, 0]

/-- The spin-3/2 matrix `Jz`, diagonal with entries `m = 3/2, 1/2, -1/2, -3/2`. -/
def Jz : Matrix (Fin 4) (Fin 4) ℂ :=
  !![3 / 2, 0, 0, 0;
     0, 1 / 2, 0, 0;
     0, 0, -1 / 2, 0;
     0, 0, 0, -3 / 2]
```

`K` is defined as the symmetrised product, so its pattern of zeros has to be proved. There is no factor $\tfrac12$ in this convention.

```lean
/-- The interface operator `K = Jx Jy + Jy Jx`. -/
def K : Matrix (Fin 4) (Fin 4) ℂ := Jx * Jy + Jy * Jx
```

The two pairs are sets of positions.

```lean
/-- The positions of the heavy-hole states `m = 3/2` and `m = -3/2` in the basis. -/
def heavy : Finset (Fin 4) := {0, 3}

/-- The positions of the light-hole states `m = 1/2` and `m = -1/2` in the basis. -/
def light : Finset (Fin 4) := {1, 2}
```

The Hamiltonian takes real `Eh`, `El` and `t`. Envelope functions enter only through these three numbers; in-plane motion and further subbands are absent.

```lean
/-- The Hamiltonian with heavy-hole energy `Eh`, light-hole energy `El` and an
interface term `t K`. -/
def interfaceH (Eh El t : ℝ) : Matrix (Fin 4) (Fin 4) ℂ :=
  !![(Eh : ℂ), 0, 0, 0;
     0, (El : ℂ), 0, 0;
     0, 0, (El : ℂ), 0;
     0, 0, 0, (Eh : ℂ)] + (t : ℂ) • K
```

## The spin algebra and the form of K

The entrywise calculations below need two facts, $i^2=-1$ and the following one.

```lean
/-- The square of the matrix entry `√3` is `3`. -/
lemma sqrt3_sq : sqrt3 ^ 2 = 3 := by
  have h : (Real.sqrt 3) ^ 2 = 3 := Real.sq_sqrt (by norm_num)
  unfold sqrt3
  exact_mod_cast h
```

The commutators confirm that the matrices represent angular momentum. Since `Jz` has the eigenvalue $\tfrac32$ in a space of four dimensions, the representation is that of spin 3/2. The proof compares the sixteen entries of each equation: `fin_cases` lists them, `simp` multiplies out, and `grind` finishes the algebra.

```lean
set_option maxHeartbeats 400000 in
/-- The matrices `Jx`, `Jy`, `Jz` obey the angular-momentum commutation relations. -/
theorem spin_algebra :
    Jx * Jy - Jy * Jx = Complex.I • Jz ∧
    Jy * Jz - Jz * Jy = Complex.I • Jx ∧
    Jz * Jx - Jx * Jz = Complex.I • Jy := by
  have h3 := sqrt3_sq
  have hI := Complex.I_sq
  refine ⟨?_, ?_, ?_⟩ <;> ext i j <;> fin_cases i <;> fin_cases j <;>
    simp [Jx, Jy, Jz] <;> grind
```

The same method gives the explicit form of `K`, found above with ladder operators.

```lean
/-- In the basis `m = 3/2, 1/2, -1/2, -3/2` the operator `K` connects only states
whose `m` differs by two, with elements `± i √3`. -/
theorem K_explicit :
    K = !![0, 0, -Complex.I * sqrt3, 0;
           0, 0, 0, -Complex.I * sqrt3;
           Complex.I * sqrt3, 0, 0, 0;
           0, Complex.I * sqrt3, 0, 0] := by
  have h3 := sqrt3_sq
  have hI := Complex.I_sq
  ext i j
  fin_cases i <;> fin_cases j <;>
    simp [K, Jx, Jy] <;> grind
```

## Pure mixing and the square

The first two parts of the main theorem say that `K i j` is zero whenever both positions lie in `heavy`, or both in `light`. The diagonal elements are included. The third part is $K^2=3\cdot1$. The proof runs through the positions in each set and reads the entries from `K_explicit`; the square is again computed entry by entry.

```lean
/-- The operator `K` has no matrix elements within the heavy-hole pair and none within
the light-hole pair, and its square is three times the identity. -/
theorem K_purely_mixes :
    (∀ i ∈ heavy, ∀ j ∈ heavy, K i j = 0) ∧
    (∀ i ∈ light, ∀ j ∈ light, K i j = 0) ∧
    K * K = (3 : ℂ) • 1 := by
  refine ⟨?_, ?_, ?_⟩
  · intro i hi j hj
    simp only [heavy, Finset.mem_insert, Finset.mem_singleton] at hi hj
    rcases hi with rfl | rfl <;> rcases hj with rfl | rfl <;> simp [K_explicit]
  · intro i hi j hj
    simp only [light, Finset.mem_insert, Finset.mem_singleton] at hi hj
    rcases hi with rfl | rfl <;> rcases hj with rfl | rfl <;> simp [K_explicit]
  · have h3 := sqrt3_sq
    have hI := Complex.I_sq
    ext i j
    fin_cases i <;> fin_cases j <;>
      simp [K_explicit, Matrix.mul_apply, Fin.sum_univ_four] <;> grind
```

The index sets deserve care. Another possible order lists the heavy holes first, as $\tfrac32,-\tfrac32,\tfrac12,-\tfrac12$, which would make the pairs $\{0,1\}$ and $\{2,3\}$. If those sets were copied here without reordering the matrices, the theorem would still hold, because the explicit `K` has zeros in those blocks too. It would then be a true statement about the wrong pairs, and the compiler would raise no objection.

The next theorem treats $aK+bQ$. Its inner step `hQ` computes $Q$ explicitly, after which the square is checked by entries. The coefficients are complex, and the result contains $a^2+b^2$, not $|a|^2+|b|^2$.

```lean
/-- Any combination `a K + b (Jx² - Jy²)` of the two in-plane quadrupole operators
squares to `3 (a² + b²)` times the identity. -/
theorem inplane_quadrupole_sq (a b : ℂ) :
    (a • K + b • (Jx * Jx - Jy * Jy)) * (a • K + b • (Jx * Jx - Jy * Jy))
      = (3 * (a ^ 2 + b ^ 2)) • 1 := by
  have h3 := sqrt3_sq
  have hI := Complex.I_sq
  -- the second quadrupole operator has the same pattern as `K`, with real entries
  have hQ : Jx * Jx - Jy * Jy =
      !![0, 0, sqrt3, 0; 0, 0, 0, sqrt3; sqrt3, 0, 0, 0; 0, sqrt3, 0, 0] := by
    ext i j
    fin_cases i <;> fin_cases j <;>
      simp [Jx, Jy] <;> grind
  rw [hQ, K_explicit]
  ext i j
  fin_cases i <;> fin_cases j <;>
    simp [Matrix.mul_apply, Fin.sum_univ_four] <;> grind
```

## From the matrix identity to the energies

The product $(H-E_h)(H-E_l)$ is evaluated directly from the entries, where the derivation by hand used projectors.

```lean
/-- The Hamiltonian with interface term `t K` satisfies `(H - Eh) (H - El) = 3 t²`. -/
theorem interfaceH_quadratic (Eh El t : ℝ) :
    (interfaceH Eh El t - (Eh : ℂ) • 1) * (interfaceH Eh El t - (El : ℂ) • 1)
      = (3 * (t : ℂ) ^ 2) • 1 := by
  have h3 := sqrt3_sq
  have hI := Complex.I_sq
  ext i j
  fin_cases i <;> fin_cases j <;>
    simp [interfaceH, K_explicit, Matrix.mul_apply, Fin.sum_univ_four] <;> grind
```

An eigenvalue is expressed as a complex number `E` with a nonzero vector `v` such that `interfaceH Eh El t *ᵥ v = E • v`. In the forward direction, `h1` says that $H-a$ acts on $v$ as the number $E-a$. Using it twice with the matrix identity gives `h2`, and since $v\neq0$ the two scalars must agree. The reverse direction separates the case $t=0$, $E=E_h$ and otherwise uses the vector given above, in unnormalised form.

```lean
/-- A number `E` is an eigenvalue of the Hamiltonian with interface term `t K` exactly
when `(E - Eh) (E - El) = 3 t²`. -/
theorem eigenvalue_iff (Eh El t : ℝ) (E : ℂ) :
    (∃ v : Fin 4 → ℂ, v ≠ 0 ∧ interfaceH Eh El t *ᵥ v = E • v) ↔
      (E - Eh) * (E - El) = 3 * (t : ℂ) ^ 2 := by
  have h3 := sqrt3_sq
  have hI := Complex.I_sq
  constructor
  · rintro ⟨v, hv0, hv⟩
    -- apply the quadratic matrix identity to the eigenvector
    have h1 : ∀ a : ℂ, (interfaceH Eh El t - a • 1) *ᵥ v = (E - a) • v := by
      intro a
      rw [Matrix.sub_mulVec, hv, Matrix.smul_mulVec, Matrix.one_mulVec, sub_smul]
    have h2 : ((E - El) * (E - Eh)) • v = (3 * (t : ℂ) ^ 2) • v := by
      rw [mul_smul, ← h1 Eh, ← Matrix.mulVec_smul, ← h1 El, Matrix.mulVec_mulVec,
        interfaceH_quadratic, Matrix.smul_mulVec, Matrix.one_mulVec]
    have h4 := smul_left_injective ℂ hv0 h2
    linear_combination h4
  · intro h
    by_cases hc : t = 0 ∧ E = Eh
    · -- without coupling, the state `m = 3/2` itself has energy `Eh`
      obtain ⟨rfl, rfl⟩ := hc
      refine ⟨![1, 0, 0, 0], fun h0 => by simpa using congrFun h0 0, ?_⟩
      ext i
      fin_cases i <;> simp [interfaceH, Matrix.mulVec, dotProduct, Fin.sum_univ_four]
    · -- otherwise mix `m = 3/2` with `m = -1/2`
      have hs : sqrt3 ≠ 0 := by
        intro h0
        norm_num [h0] at h3
      refine ⟨![-Complex.I * sqrt3 * t, 0, E - Eh, 0], fun h0 => hc ?_, ?_⟩
      · have a := congrFun h0 0
        have b := congrFun h0 2
        simp [hs] at a b
        exact ⟨a, by linear_combination b⟩
      · ext i
        fin_cases i <;>
          simp [interfaceH, K_explicit, Matrix.mulVec, dotProduct, Fin.sum_univ_four] <;>
          grind
```

For the closed formula, the square root is renamed `R`, with only its square retained. The quadratic then factors as in `hf`, and a vanishing product leaves the two signs. Each sign is also shown to solve the quadratic. The theorem identifies the set of eigenvalues and does not count their multiplicities.

```lean
/-- The eigenvalues of the Hamiltonian with interface term `t K` are
`(Eh + El)/2 ± √(((Eh - El)/2)² + 3 t²)`. -/
theorem mixed_levels (Eh El t : ℝ) (E : ℂ) :
    (∃ v : Fin 4 → ℂ, v ≠ 0 ∧ interfaceH Eh El t *ᵥ v = E • v) ↔
      E = (Eh + El) / 2 + (Real.sqrt (((Eh - El) / 2) ^ 2 + 3 * t ^ 2) : ℝ) ∨
      E = (Eh + El) / 2 - (Real.sqrt (((Eh - El) / 2) ^ 2 + 3 * t ^ 2) : ℝ) := by
  rw [eigenvalue_iff]
  have hR0 : (Real.sqrt (((Eh - El) / 2) ^ 2 + 3 * t ^ 2)) ^ 2
      = ((Eh - El) / 2) ^ 2 + 3 * t ^ 2 := Real.sq_sqrt (by positivity)
  generalize Real.sqrt (((Eh - El) / 2) ^ 2 + 3 * t ^ 2) = R at hR0 ⊢
  have hR : (R : ℂ) ^ 2 = (((Eh : ℂ) - El) / 2) ^ 2 + 3 * (t : ℂ) ^ 2 := by
    exact_mod_cast hR0
  constructor
  · intro h
    -- complete the square and factor
    have hf : (E - ((Eh + El) / 2 + R)) * (E - ((Eh + El) / 2 - R)) = 0 := by
      linear_combination h - hR
    rcases mul_eq_zero.mp hf with h1 | h1
    · exact Or.inl (sub_eq_zero.mp h1)
    · exact Or.inr (sub_eq_zero.mp h1)
  · rintro (h | h)
    · linear_combination (E - (Eh + El) / 2 + R) * h + hR
    · linear_combination (E - (Eh + El) / 2 - R) * h + hR

end

end HeavyLightHoleMixing
```

```lean
#print axioms HeavyLightHoleMixing.spin_algebra
#print axioms HeavyLightHoleMixing.K_purely_mixes
#print axioms HeavyLightHoleMixing.inplane_quadrupole_sq
#print axioms HeavyLightHoleMixing.mixed_levels
```

```
'HeavyLightHoleMixing.spin_algebra' depends on axioms: [propext, Classical.choice, Quot.sound]
'HeavyLightHoleMixing.K_purely_mixes' depends on axioms: [propext, Classical.choice, Quot.sound]
'HeavyLightHoleMixing.inplane_quadrupole_sq' depends on axioms: [propext, Classical.choice, Quot.sound]
'HeavyLightHoleMixing.mixed_levels' depends on axioms: [propext, Classical.choice, Quot.sound]
```

## The interface term in a four-band program

In a four-band envelope-function program on a grid along $z$, a sharp interface term can be represented by adding a multiple of the $4\times4$ matrix $K$ at the interface point, with the strength divided by the grid spacing to represent a delta function. In the basis order used here, only the elements 02, 13 and their conjugates are changed. Their values $\mp i\sqrt3$ also depend on the phases of the basis states, so a program with other phases should build $K$ from its own matrices $J_x$ and $J_y$.

A simple test is to diagonalise the $4\times4$ matrix `interfaceH` with $E_h=E_l$: the levels must lie $2\sqrt3\,|t|$ apart. A program that defines the symmetrised product with a factor $\tfrac12$ will give half this splitting for the same $t$.
